# Spin susceptibility of an isolated Anderson impurity with a singly occupied ground state: \(T\chi\) from 1/8 to 1/4

## Definitions and conventions

The impurity is one orbital with occupations \(n_\uparrow, n_\downarrow \in \{0,1\}\), level energy \(\varepsilon\), interaction \(U\) and field \(h\):
\[ S_z = \tfrac12 (n_\uparrow - n_\downarrow), \qquad E = \varepsilon (n_\uparrow + n_\downarrow) + U n_\uparrow n_\downarrow - h S_z . \]
The level \(\varepsilon\) is measured from the chemical potential, \(h\) is an energy, and \(k_B = 1\), so \(\beta = 1/T\) for temperature \(T\). A state \(s\) is a pair in `Bool × Bool`, spin up first, so `(true, false)` has \(S_z = \tfrac12\).

In Lean 4 with Mathlib:

```lean
import Mathlib

open Real Filter Topology

namespace AndersonAtomicSusceptibility

noncomputable section

/-- Occupation number of one spin orbital. -/
def occ : Bool → ℝ
  | true => 1
  | false => 0

/-- Spin projection `Sz = (n↑ - n↓)/2` of the impurity state `(n↑, n↓)`. -/
def spinZ (s : Bool × Bool) : ℝ := (occ s.1 - occ s.2) / 2

/-- Energy `ε (n↑ + n↓) + U n↑ n↓ - h Sz` of the isolated impurity in a field `h`. -/
def energy (ε U h : ℝ) (s : Bool × Bool) : ℝ :=
  ε * (occ s.1 + occ s.2) + U * occ s.1 * occ s.2 - h * spinZ s
```

The weights are \(w_s = e^{-\beta E_s}\), with \(Z = \sum_s w_s\) and \(\langle A\rangle = \sum_s A_s w_s / Z\) for an observable \(A\) diagonal in the occupations. The magnetization is \(m(h) = \langle S_z\rangle\), the susceptibility is \(\chi = m'(0)\), and \(\mu^2(\beta) = \langle S_z^2\rangle\) at \(h = 0\) is `moment`.

```lean
/-- Boltzmann weight `exp (-β E)` of an impurity state. -/
def weight (ε U h β : ℝ) (s : Bool × Bool) : ℝ := exp (-β * energy ε U h s)

/-- Partition function: the sum of the weights of the four states. -/
def partition (ε U h β : ℝ) : ℝ := ∑ s, weight ε U h β s

/-- Thermal average of an observable diagonal in the occupation basis. -/
def thermalAvg (ε U h β : ℝ) (A : Bool × Bool → ℝ) : ℝ :=
  (∑ s, A s * weight ε U h β s) / partition ε U h β

/-- Magnetization `⟨Sz⟩` as a function of the field. -/
def magnetization (ε U β h : ℝ) : ℝ := thermalAvg ε U h β spinZ

/-- Zero-field squared moment `⟨Sz²⟩` as a function of inverse temperature. -/
def moment (ε U β : ℝ) : ℝ := thermalAvg ε U 0 β (fun s => spinZ s ^ 2)
```

All parameters are real and \(\beta\) may be negative. There is no bath or hybridisation.

## No hypothesis: response equals fluctuation

Since \(\partial_h w_s = \beta S_{z,s} w_s\), the sum \(N = \sum_s S_{z,s} w_s\) has \(N' = \beta \sum_s S_{z,s}^2 w_s\), and \(Z' = \beta N\). Then
\[ m'(h) = \frac{N' Z - N Z'}{Z^2} = \beta\left(\langle S_z^2\rangle - \langle S_z\rangle^2\right). \]
`HasDerivAt` says that \(m\) is differentiable at \(h\) with this slope. The steps `hw`, `hN` and `hZ` are the three derivatives and `key` is the algebra. The quotient rule needs \(Z \neq 0\), which `hpos` proves from positivity of the weights.

```lean
/-- At any field, the slope of the magnetization is `β (⟨Sz²⟩ - ⟨Sz⟩²)`. -/
theorem fluctuation_response (ε U β h : ℝ) :
    HasDerivAt (magnetization ε U β)
      (β * (thermalAvg ε U h β (fun s => spinZ s ^ 2) - magnetization ε U β h ^ 2)) h := by
  -- each weight has field derivative `β Sz` times itself
  have hw : ∀ s, HasDerivAt (fun x => weight ε U x β s)
      (β * spinZ s * weight ε U h β s) h := by
    intro s
    have h1 : HasDerivAt (fun x => -β * energy ε U x s) (β * spinZ s) h :=
      ((((hasDerivAt_id' h).mul_const (spinZ s)).const_sub
        (ε * (occ s.1 + occ s.2) + U * occ s.1 * occ s.2)).const_mul (-β)).congr_deriv
        (by ring)
    exact h1.exp.congr_deriv (by unfold weight; ring)
  have hN : HasDerivAt (fun x => ∑ s, spinZ s * weight ε U x β s)
      (β * ∑ s, spinZ s ^ 2 * weight ε U h β s) h := by
    refine (HasDerivAt.fun_sum fun s _ => (hw s).const_mul (spinZ s)).congr_deriv ?_
    rw [Finset.mul_sum]
    exact Finset.sum_congr rfl fun s _ => by ring
  have hZ : HasDerivAt (fun x => partition ε U x β)
      (β * ∑ s, spinZ s * weight ε U h β s) h := by
    refine (HasDerivAt.fun_sum fun s _ => hw s).congr_deriv ?_
    rw [Finset.mul_sum]
    exact Finset.sum_congr rfl fun s _ => by ring
  have hpos : 0 < partition ε U h β :=
    Finset.sum_pos (fun s _ => exp_pos _) Finset.univ_nonempty
  -- quotient rule
  have key : ∀ A B Z : ℝ, Z ≠ 0 →
      (β * A * Z - B * (β * B)) / Z ^ 2 = β * (A / Z - (B / Z) ^ 2) := by
    intro A B Z hZ
    field_simp
  exact (hN.fun_div hZ hpos.ne').congr_deriv (key _ _ _ hpos.ne')
```

## Zero field

At \(h = 0\) both singly occupied states have weight \(e^{-\beta\varepsilon}\), so \(N = 0\), \(m = 0\) and \(\chi = \beta\mu^2\); for \(\beta > 0\) this reads \(T\chi = \mu^2\). The proof has the equal weights in `w` and \(m = 0\) in `hm`. At nonzero field the term \(-\beta m^2\) stays.

```lean
/-- The zero-field slope of the magnetization is `χ = β ⟨Sz²⟩`. -/
theorem zero_field_susceptibility (ε U β : ℝ) :
    HasDerivAt (magnetization ε U β) (β * moment ε U β) 0 := by
  -- the two singly occupied states have equal weight, so `⟨Sz⟩ = 0`
  have w : weight ε U 0 β (true, false) = weight ε U 0 β (false, true) := by
    unfold weight
    congr 1
    simp only [energy, spinZ, occ]
    ring
  have hs : ∑ s, spinZ s * weight ε U 0 β s = 0 := by
    simp only [Fintype.sum_prod_type, Fintype.sum_bool]
    rw [w]
    simp only [spinZ, occ]
    ring
  have hm : magnetization ε U β 0 = 0 := by
    unfold magnetization thermalAvg
    rw [hs, zero_div]
  refine (fluctuation_response ε U β 0).congr_deriv ?_
  rw [hm]
  unfold moment
  ring
```

The zero-field weights are \(1,\ e^{-\beta\varepsilon},\ e^{-\beta\varepsilon},\ e^{-\beta(2\varepsilon+U)}\), and only the middle two states carry \(S_z^2 = \tfrac14\). Cancelling \(e^{-\beta\varepsilon}\),
\[ \mu^2 = \frac{\tfrac12 e^{-\beta\varepsilon}}{Z} = \frac{1}{2D}, \qquad D(\beta) = 2 + e^{\beta\varepsilon} + e^{-\beta(\varepsilon+U)} . \]
The steps `w00` to `w11` write each weight with that factor pulled out, and cross-multiplication finishes.

```lean
/-- Closed form `⟨Sz²⟩ = 1 / (2 (2 + exp (β ε) + exp (-β (ε + U))))` at zero field. -/
theorem moment_eq (ε U β : ℝ) :
    moment ε U β = 1 / (2 * (2 + exp (β * ε) + exp (-(β * (ε + U))))) := by
  -- all weights relative to that of the singly occupied states
  have w00 : weight ε U 0 β (false, false) = exp (-(β * ε)) * exp (β * ε) := by
    rw [← exp_add]; unfold weight; congr 1; simp only [energy, spinZ, occ]; ring
  have w01 : weight ε U 0 β (false, true) = exp (-(β * ε)) := by
    unfold weight; congr 1; simp only [energy, spinZ, occ]; ring
  have w10 : weight ε U 0 β (true, false) = exp (-(β * ε)) := by
    unfold weight; congr 1; simp only [energy, spinZ, occ]; ring
  have w11 : weight ε U 0 β (true, true) = exp (-(β * ε)) * exp (-(β * (ε + U))) := by
    rw [← exp_add]; unfold weight; congr 1; simp only [energy, spinZ, occ]; ring
  simp only [moment, thermalAvg, partition, Fintype.sum_prod_type, Fintype.sum_bool]
  rw [w00, w01, w10, w11]
  simp only [spinZ, occ]
  rw [div_eq_div_iff (by positivity) (by positivity)]
  ring
```

At \(\beta = 0\), \(D = 4\). As \(1/(2D)\) is continuous (`hc`), \(\mu^2 \to \tfrac18\) for every \(\varepsilon\) and \(U\); the filter `𝓝 0` makes the limit two-sided.

```lean
/-- For any level energy and interaction, `⟨Sz²⟩` tends to `1/8` as `β → 0`. -/
theorem moment_high_temperature (ε U : ℝ) : Tendsto (moment ε U) (𝓝 0) (𝓝 (1 / 8)) := by
  rw [funext (moment_eq ε U)]
  have hc : Continuous
      (fun β : ℝ => 1 / (2 * (2 + exp (β * ε) + exp (-(β * (ε + U)))))) :=
    Continuous.div continuous_const (by fun_prop) (fun β => by positivity)
  exact hc.tendsto' 0 (1 / 8) (by norm_num)
```

## \(-U \le \varepsilon \le 0\) and \(U > 0\): strict increase

The condition \(\varepsilon \le 0\) says that removing the electron from a singly occupied state does not lower the energy, and \(\varepsilon + U \ge 0\) says the same of adding a second one. For \(a < b\) they give \(e^{b\varepsilon} \le e^{a\varepsilon}\) and \(e^{-b(\varepsilon+U)} \le e^{-a(\varepsilon+U)}\). If \(\varepsilon < 0\) the first is strict; if \(\varepsilon = 0\) the second is strict because \(U > 0\). Hence \(D(b) < D(a)\) and \(\mu^2(a) < \mu^2(b)\), which `StrictMono` states for all real \(a < b\).

The proof splits on `h2` in the same way: `hU` is needed only in the branch \(\varepsilon = 0\), and `h1` gives `h4`. The interval already forces \(U \ge 0\), so `hU` excludes only \(\varepsilon = U = 0\), where \(D = 4\) and \(\mu^2 = \tfrac18\) at every temperature.

```lean
/-- For `U > 0` and `-U ≤ ε ≤ 0`, `⟨Sz²⟩` increases strictly with `β`. -/
theorem moment_strictMono {ε U : ℝ} (hU : 0 < U) (h1 : -U ≤ ε) (h2 : ε ≤ 0) :
    StrictMono (moment ε U) := by
  intro a b hab
  rw [moment_eq, moment_eq]
  apply one_div_lt_one_div_of_lt (by positivity)
  rcases h2.eq_or_lt with h | h
  · subst h
    have h3 : exp (-(b * (0 + U))) < exp (-(a * (0 + U))) := exp_lt_exp.2 (by nlinarith)
    simp only [mul_zero]
    linarith
  · have h3 : exp (b * ε) < exp (a * ε) := exp_lt_exp.2 (by nlinarith)
    have h4 : exp (-(b * (ε + U))) ≤ exp (-(a * (ε + U))) := exp_le_exp.2 (by nlinarith)
    linarith
```

## The ground states: three low-temperature limits

For \(-U < \varepsilon < 0\) the doublet alone is lowest, both exponentials vanish as \(\beta \to \infty\), \(D \to 2\) and \(\mu^2 \to \tfrac14\). For \(\varepsilon = 0 < U\) the empty state joins it, \(D \to 3\) and \(\mu^2 \to \tfrac16\), so strictness of \(\varepsilon < 0\) matters for the value \(\tfrac14\). For \(\varepsilon > 0\) and any \(U\), \(0 \le \mu^2 \le e^{-\beta\varepsilon} \to 0\); starting from \(\tfrac18\), the moment then cannot be increasing.

The step `decay` is \(e^{-\beta a} \to 0\) for \(a > 0\). The step `hlim` takes \(\varepsilon + U > 0\) and a limit \(a \ge 0\) of \(e^{\beta\varepsilon}\) and returns \(1/(2(2+a))\), used with \(a = 0\) and \(a = 1\). The third case is `squeeze_zero`. The range \(\varepsilon \le \min(0, -U)\) has no clause; the formula for \(D\), read by eye and without a theorem behind it, gives \(0\) for \(\varepsilon < -U\) and \(\tfrac16\) for \(\varepsilon = -U < 0\).

```lean
/-- As `β → ∞`, `⟨Sz²⟩` tends to `1/4` for `-U < ε < 0`, to `1/6` for `ε = 0 < U`,
and to `0` for `ε > 0`. -/
theorem moment_low_temperature (ε U : ℝ) :
    (-U < ε → ε < 0 → Tendsto (moment ε U) atTop (𝓝 (1 / 4))) ∧
    (ε = 0 → 0 < U → Tendsto (moment ε U) atTop (𝓝 (1 / 6))) ∧
    (0 < ε → Tendsto (moment ε U) atTop (𝓝 0)) := by
  have decay : ∀ a : ℝ, 0 < a → Tendsto (fun β : ℝ => exp (-(β * a))) atTop (𝓝 0) :=
    fun a ha => tendsto_exp_neg_atTop_nhds_zero.comp (tendsto_id.atTop_mul_const ha)
  have hlim : ∀ a : ℝ, 0 ≤ a → Tendsto (fun β : ℝ => exp (β * ε)) atTop (𝓝 a) →
      0 < ε + U → Tendsto (moment ε U) atTop (𝓝 (1 / (2 * (2 + a + 0)))) := by
    intro a ha h1 h2
    rw [funext (moment_eq ε U)]
    have h3 := (((tendsto_const_nhds (x := (2 : ℝ))).add h1).add (decay _ h2)).const_mul 2
    have hne : (2 : ℝ) * (2 + a + 0) ≠ 0 := by
      have : (0 : ℝ) < 2 * (2 + a + 0) := by linarith
      exact this.ne'
    have h4 := (tendsto_const_nhds (x := (1 : ℝ))).div h3 hne
    exact h4
  refine ⟨fun h1 h2 => ?_, fun h1 h2 => ?_, fun h => ?_⟩
  · have h3 := hlim 0 le_rfl (by simpa using decay (-ε) (by linarith)) (by linarith)
    convert h3 using 2
    norm_num
  · have h0 : (fun β : ℝ => exp (β * ε)) = fun _ => 1 := by
      funext β
      simp [h1]
    have h3 := hlim 1 zero_le_one (by rw [h0]; exact tendsto_const_nhds) (by linarith)
    convert h3 using 2
    norm_num
  · -- squeezed between `0` and `exp (-β ε)`
    refine squeeze_zero (fun β => ?_) (fun β => ?_) (decay ε h)
    · rw [moment_eq]; positivity
    · rw [moment_eq, exp_neg (β * ε), ← one_div]
      apply one_div_le_one_div_of_le (exp_pos _)
      linarith [exp_pos (β * ε), exp_pos (-(β * (ε + U)))]
```

## The symmetric impurity: \(\varepsilon = -U/2\), \(U > 0\)

The energies are \(0, -U/2, -U/2, 0\), the two exponentials coincide (`e1`, `e2`), and
\[ \mu^2 = \frac{1}{4\,(1 + e^{-\beta U/2})} . \]
The theorem states the energies, \(\chi = \beta\mu^2\), this formula, strict increase, and the limits \(\tfrac18\) and \(\tfrac14\). Repulsion gives \(-U < -U/2 < 0\), which the proof feeds to `moment_strictMono` and to the first clause of `moment_low_temperature`. For \(U < 0\) the level \(-U/2\) is positive and the third clause gives the limit \(0\).

At \(\beta U = 2\ln 3\) the weights are \(1, 3, 3, 1\), so \(Z = 8\), \(\mu^2 = \tfrac14 \cdot \tfrac68 = \tfrac{3}{16}\), in agreement with \(1/(4 \cdot \tfrac43)\).

```lean
/-- Symmetric impurity, `ε = -U/2` with `U > 0`: the zero-field energies are
`0, -U/2, -U/2, 0`, the susceptibility is `χ = β ⟨Sz²⟩`, and
`⟨Sz²⟩ = 1 / (4 (1 + exp (-β U/2)))` rises strictly from `1/8` (`β → 0`) to `1/4` (`β → ∞`). -/
theorem symmetric_impurity {U : ℝ} (hU : 0 < U) :
    (energy (-U / 2) U 0 (false, false) = 0 ∧ energy (-U / 2) U 0 (true, false) = -U / 2 ∧
      energy (-U / 2) U 0 (false, true) = -U / 2 ∧ energy (-U / 2) U 0 (true, true) = 0) ∧
    (∀ β, HasDerivAt (magnetization (-U / 2) U β) (β * moment (-U / 2) U β) 0) ∧
    (∀ β, moment (-U / 2) U β = 1 / (4 * (1 + exp (-(β * U / 2))))) ∧
    StrictMono (moment (-U / 2) U) ∧
    Tendsto (moment (-U / 2) U) (𝓝 0) (𝓝 (1 / 8)) ∧
    Tendsto (moment (-U / 2) U) atTop (𝓝 (1 / 4)) := by
  refine ⟨⟨?_, ?_, ?_, ?_⟩, zero_field_susceptibility _ _, fun β => ?_,
    moment_strictMono hU (by linarith) (by linarith), moment_high_temperature _ _,
    (moment_low_temperature _ _).1 (by linarith) (by linarith)⟩
  · simp only [energy, spinZ, occ]; ring
  · simp only [energy, spinZ, occ]; ring
  · simp only [energy, spinZ, occ]; ring
  · simp only [energy, spinZ, occ]; ring
  · have e1 : β * (-U / 2) = -(β * U / 2) := by ring
    have e2 : -(β * (-U / 2 + U)) = -(β * U / 2) := by ring
    rw [moment_eq, e1, e2]
    congr 1
    ring

end

end AndersonAtomicSusceptibility
```

```lean
#print axioms AndersonAtomicSusceptibility.symmetric_impurity
```

```
'AndersonAtomicSusceptibility.symmetric_impurity' depends on axioms: [propext, Classical.choice, Quot.sound]
```

The values \(\tfrac18\), \(\tfrac16\) and \(\tfrac14\) are those attached to the free-orbital, valence-fluctuation and local-moment regimes in numerical renormalization group calculations, obtained here for an uncoupled four-state impurity in which Kondo screening cannot occur.
